# The diagonal threshold bounds every contracted error of a positive semidefinite Cholesky residual

A Cholesky decomposition of integrals is commonly stopped by looking at diagonal errors, but energies and matrix elements also use the off-diagonal integrals. For a general Hermitian error matrix, the diagonal says nothing about those. The matrix
$$\begin{pmatrix}0&1\\1&0\end{pmatrix}$$
has zero diagonal, yet contracting it with the two different unit vectors gives an error of 1. A threshold on the diagonal controls the result only if something excludes such matrices, and positive semidefiniteness does.

## From diagonal errors to contracted errors

Let $S$ be a square complex matrix of integrals, $L$ a rectangular matrix whose columns are the Cholesky vectors, and $R=S-LL^\dagger$ the residual. Suppose that $R$ is positive semidefinite and that $R_{ii}\le\tau$ for every $i$. Then, for all complex coefficient vectors $c$ and $d$,
$$|c^\dagger R d|\le\tau\Big(\sum_i|c_i|\Big)\Big(\sum_j|d_j|\Big).$$

The left side is the error of a contracted integral, because
$$c^\dagger R d=c^\dagger S d-(L^\dagger c)^\dagger(L^\dagger d).$$

The first step is the Cauchy-Schwarz inequality for $R$. Write $z=c^\dagger Rd$, $a=c^\dagger Rc$ and $b=d^\dagger Rd$. Semidefiniteness makes $a$ and $b$ real and nonnegative, and Hermiticity gives $d^\dagger Rc=\bar z$. For a complex number $t$,
$$(c+td)^\dagger R(c+td)=a+tz+\bar t\bar z+|t|^2b.$$
Choose $t=-s\bar z$ with $s$ real. The form is still nonnegative, so
$$|z|^2b\,s^2-2|z|^2s+a\ge0\quad\text{for all real }s.$$
The discriminant of this quadratic cannot be positive, hence $4|z|^4-4|z|^2ab\le0$, or $|z|^2(|z|^2-ab)\le0$. If $|z|^2$ exceeded $ab\ge0$, both factors would be positive, a contradiction. Therefore $|z|^2\le ab$.

For the unit vectors $e_i$ and $e_j$ this reads $|R_{ij}|\le\sqrt{R_{ii}R_{jj}}$. The triangle inequality then gives
$$|c^\dagger Rd|\le\sum_{i,j}|c_i||R_{ij}||d_j|\le\Big(\sum_i|c_i|\sqrt{R_{ii}}\Big)\Big(\sum_j|d_j|\sqrt{R_{jj}}\Big).$$
Replacing each $\sqrt{R_{ii}}$ by $\sqrt\tau$ yields the claim. Here $\tau\ge0$, since it lies above a nonnegative diagonal entry; with no basis functions at all, both sides are zero.

Conversely, if the bound holds for all $c$ and $d$, setting $c=d=e_i$ returns $R_{ii}\le\tau$. Setting only $c=d$, and using $c^\dagger Rc\ge0$ for the left inequality, gives
$$0\le c^\dagger Sc-\|L^\dagger c\|^2\le\tau\Big(\sum_i|c_i|\Big)^2,$$
so the approximation $\|L^\dagger c\|^2$ never exceeds the exact value $c^\dagger Sc$. This quadratic form is called the self-interaction of $c$ below; it is not the self-interaction error of density-functional theory.

## A two-function example with τ = 0.01

Take
$$S=\begin{pmatrix}1.01&0.01-i\\0.01+i&1.01\end{pmatrix},\qquad L=\begin{pmatrix}1\\i\end{pmatrix},\qquad LL^\dagger=\begin{pmatrix}1&-i\\i&1\end{pmatrix}.$$
In these matrices $i$ is the imaginary unit, not an index. Every entry of $R$ is $0.01$. The column $L$ is chosen by hand to keep the numbers simple; a pivoted Cholesky step on this $S$ would instead leave zeros in the pivot's row and column of $R$. The bound needs only a semidefinite residual, so it applies here too. For the normalised vector $c=(1,1)/\sqrt2$, the exact value is $c^\dagger Sc=1.02$. The approximation uses $L^\dagger c=(1-i)/\sqrt2$, with squared modulus $1$. The error is $0.02$, and the bound is $0.01\cdot(\sqrt2)^2=0.02$, so equality holds. For $c=(1,-1)/\sqrt2$ the bound is the same but the error vanishes.

## The stopping test in a pivoted decomposition

In its simplest form, a pivoted Cholesky code stores the diagonal residuals
$$D_i=S_{ii}-\sum_k|L_{ik}|^2,$$
takes the largest as the next pivot, adds a column to $L$, updates $D$, and stops once $\max_iD_i\le\tau$. If $S$ is positive semidefinite, each such step leaves a positive semidefinite residual in exact arithmetic.

For two-electron integrals over real orbitals, $i$ stands for an ordered orbital pair and $c$ for a density matrix $P$ written as a vector. In a finite basis and at fixed density, the Coulomb energy $\tfrac12c^\dagger Sc$ is then underestimated by at most $\tfrac12\tau(\sum_{\mu\nu}|P_{\mu\nu}|)^2$, apart from rounding. The sum usually grows with the system, so at fixed $\tau$ this guarantee weakens; the actual error may be much smaller than the bound.

## Residuals and contractions in Lean

The index types `n` (basis functions or orbital pairs) and `m` (Cholesky vectors) are finite.

```lean
import Mathlib

open Matrix
open scoped ComplexOrder

namespace CholeskyContractedError

noncomputable section

variable {n m : Type*} [Fintype n] [Fintype m]
```

The residual is defined for any `L`, whether or not a pivoting algorithm produced it.

```lean
/-- The residual `S - L Lᴴ` left after approximating the integral matrix `S` by the
Cholesky vectors in the columns of `L`. -/
def residual (S : Matrix n n ℂ) (L : Matrix n m ℂ) : Matrix n n ℂ := S - L * Lᴴ
```

A contraction conjugates its first vector, as a bra does; `⬝ᵥ` itself is the plain sum of products, so the conjugation is written as `star c`.

```lean
/-- The contraction `cᴴ A d` of a matrix of integrals with two coefficient vectors. -/
def contraction (A : Matrix n n ℂ) (c d : n → ℂ) : ℂ := star c ⬝ᵥ (A *ᵥ d)
```

The next theorem identifies the contracted residual with exact minus approximate. Its proof distributes the product over the difference, then takes $L$ out of the left-hand vector $L^\dagger c$ and joins it to $L^\dagger d$.

```lean
/-- The contracted residual is the exact contraction minus the one computed from the
Cholesky vectors. -/
theorem contraction_residual (S : Matrix n n ℂ) (L : Matrix n m ℂ) (c d : n → ℂ) :
    contraction (residual S L) c d
      = contraction S c d - star (Lᴴ *ᵥ c) ⬝ᵥ (Lᴴ *ᵥ d) := by
  unfold contraction residual
  rw [Matrix.sub_mulVec, dotProduct_sub, Matrix.star_mulVec,
    Matrix.conjTranspose_conjTranspose, ← Matrix.dotProduct_mulVec, Matrix.mulVec_mulVec]
```

## Cauchy-Schwarz for a semidefinite residual

`PosSemidef` contains both Hermiticity and nonnegativity of the quadratic form. The first lemma extracts the real part of the latter.

```lean
/-- The self-contractions of a positive semidefinite matrix have nonnegative real part. -/
theorem contraction_self_nonneg {R : Matrix n n ℂ} (hR : R.PosSemidef) (c : n → ℂ) :
    0 ≤ (contraction R c c).re :=
  (Complex.nonneg_iff.mp (hR.dotProduct_mulVec_nonneg c)).1
```

In the next proof, `hsymm` is $d^\dagger Rc=\bar z$ and `hexp` is the expansion in $t$. The quadratic in $s$ is `hq`, with $|z|^2$ written out as the sum of squared real and imaginary parts. After `discrim_le_zero`, the final lines assume $|z|^2>ab$ and reach the contradiction found by hand.

```lean
/-- Cauchy-Schwarz inequality for the form `cᴴ R d` of a positive semidefinite matrix. -/
theorem contraction_cauchy_schwarz {R : Matrix n n ℂ} (hR : R.PosSemidef) (c d : n → ℂ) :
    ‖contraction R c d‖ ^ 2 ≤ (contraction R c c).re * (contraction R d d).re := by
  have hsymm : contraction R d c = star (contraction R c d) := by
    unfold contraction
    have h : star d ᵥ* R = star (R *ᵥ d) := by
      rw [Matrix.star_mulVec, hR.isHermitian.eq]
    rw [Matrix.dotProduct_mulVec (star d) R c, h, Matrix.star_dotProduct]
  have hexp : ∀ t : ℂ, contraction R (c + t • d) (c + t • d)
      = contraction R c c + t * contraction R c d + star t * contraction R d c
        + star t * t * contraction R d d := by
    intro t
    simp only [contraction, Matrix.mulVec_add, Matrix.mulVec_smul, star_add, star_smul,
      add_dotProduct, smul_dotProduct, dotProduct_add, dotProduct_smul, smul_eq_mul]
    ring
  have ha := contraction_self_nonneg hR c
  have hb := contraction_self_nonneg hR d
  rw [Complex.sq_norm, Complex.normSq_apply]
  -- apply nonnegativity to `c + t • d` with `t = -s * star (contraction R c d)`
  have hq : ∀ s : ℝ, 0 ≤
      (((contraction R c d).re * (contraction R c d).re
        + (contraction R c d).im * (contraction R c d).im) * (contraction R d d).re) * (s * s)
      + (-2 * ((contraction R c d).re * (contraction R c d).re
        + (contraction R c d).im * (contraction R c d).im)) * s
      + (contraction R c c).re := by
    intro s
    have h := contraction_self_nonneg hR (c + (-(s : ℂ) * star (contraction R c d)) • d)
    rw [hexp, hsymm] at h
    simp only [Complex.star_def, Complex.add_re, Complex.mul_re, Complex.mul_im,
      Complex.neg_re, Complex.neg_im, Complex.ofReal_re, Complex.ofReal_im,
      Complex.conj_re, Complex.conj_im] at h
    linarith
  -- a nonnegative quadratic has nonpositive discriminant
  have hd := discrim_le_zero hq
  unfold discrim at hd
  by_contra hcon
  have hlt := not_le.mp hcon
  have hpos := lt_of_le_of_lt (mul_nonneg ha hb) hlt
  nlinarith [mul_pos hpos (sub_pos.mpr hlt)]
```

## From matrix entries to the weighted bound

The unit vector $e_i$ is `Pi.single i 1`, and contracting with two of them gives an entry of the matrix.

```lean
/-- Contraction with two unit vectors picks out a matrix entry. -/
theorem contraction_single [DecidableEq n] (R : Matrix n n ℂ) (i j : n) :
    contraction R (Pi.single i 1) (Pi.single j 1) = R i j := by
  have hs : star (Pi.single i (1 : ℂ) : n → ℂ) = Pi.single i 1 := by
    ext k
    by_cases h : k = i
    · subst h; simp
    · simp [h]
  unfold contraction
  rw [hs]
  simp [Matrix.mulVec, dotProduct, Pi.single_apply]
```

The weighted estimate keeps each diagonal residual separate, so it can be sharper than the bound with a single $\tau$. The proof expands the double sum, applies the triangle inequality, and bounds each entry through `e`, which is $|R_{ij}|\le\sqrt{R_{ii}R_{jj}}$.

```lean
/-- The modulus of a contraction of a positive semidefinite matrix is at most the product of two
sums, one for each vector, of the absolute coefficients weighted with the square roots of the
diagonal entries. -/
theorem contraction_le_weighted {R : Matrix n n ℂ} (hR : R.PosSemidef) (c d : n → ℂ) :
    ‖contraction R c d‖
      ≤ (∑ i, ‖c i‖ * √(R i i).re) * (∑ j, ‖d j‖ * √(R j j).re) := by
  classical
  have hsum : contraction R c d = ∑ i, ∑ j, star (c i) * (R i j * d j) := by
    simp only [contraction, dotProduct, Matrix.mulVec, Finset.mul_sum, Pi.star_apply]
  rw [hsum, Finset.sum_mul_sum]
  refine norm_sum_le_of_le _ (fun i _ => norm_sum_le_of_le _ (fun j _ => ?_))
  -- Cauchy-Schwarz for two unit vectors
  have h := contraction_cauchy_schwarz hR (Pi.single i 1) (Pi.single j 1)
  have hi := contraction_self_nonneg hR (Pi.single i 1)
  simp only [contraction_single] at h hi
  have e : ‖R i j‖ ≤ √(R i i).re * √(R j j).re := by
    rw [← Real.sqrt_mul hi]
    exact (le_abs_self _).trans (Real.abs_le_sqrt h)
  rw [norm_mul, norm_mul, norm_star]
  calc ‖c i‖ * (‖R i j‖ * ‖d j‖) = (‖c i‖ * ‖d j‖) * ‖R i j‖ := by ring
    _ ≤ (‖c i‖ * ‖d j‖) * (√(R i i).re * √(R j j).re) :=
        mul_le_mul_of_nonneg_left e (by positivity)
    _ = ‖c i‖ * √(R i i).re * (‖d j‖ * √(R j j).re) := by ring
```

## The threshold theorem

In `cholesky_contracted_error`, `hR` states that the residual is positive semidefinite and `hτ` that its diagonal is at most `τ`. Taking the real part there loses nothing, because a Hermitian matrix has a real diagonal. The norm bars denote the complex modulus.

Semidefiniteness is assumed here and not derived from an algorithm. Physically, it says that no coefficient vector has a negative self-interaction in the part of the integrals still missing. It also forces $S=R+LL^\dagger$ to be positive semidefinite, so no separate condition on $S$ is needed. A residual damaged by rounding may violate the hypothesis.

The proof treats an empty basis first, then obtains `h0`, that $\tau\ge0$, from one diagonal entry. The step `hw` replaces the individual square roots by $\sqrt\tau$, and the closing calculation multiplies the two estimates.

```lean
/-- If the Cholesky residual is positive semidefinite with diagonal at most `τ`, the modulus of its
contraction with `c` and `d` is at most `τ` times the product of the sums of the absolute
coefficients of `c` and of `d`. -/
theorem cholesky_contracted_error {S : Matrix n n ℂ} {L : Matrix n m ℂ} {τ : ℝ}
    (hR : (residual S L).PosSemidef) (hτ : ∀ i, (residual S L i i).re ≤ τ) (c d : n → ℂ) :
    ‖contraction (residual S L) c d‖ ≤ τ * (∑ i, ‖c i‖) * (∑ j, ‖d j‖) := by
  classical
  rcases isEmpty_or_nonempty n with hn | ⟨⟨k⟩⟩
  · simp [contraction, dotProduct]
  have hk := contraction_self_nonneg hR (Pi.single k 1)
  rw [contraction_single] at hk
  have h0 : 0 ≤ τ := hk.trans (hτ k)
  have hw : ∀ v : n → ℂ, ∑ i, ‖v i‖ * √(residual S L i i).re ≤ √τ * ∑ i, ‖v i‖ := by
    intro v
    rw [Finset.mul_sum]
    refine Finset.sum_le_sum (fun i _ => ?_)
    rw [mul_comm (√τ)]
    exact mul_le_mul_of_nonneg_left (Real.sqrt_le_sqrt (hτ i)) (norm_nonneg _)
  calc ‖contraction (residual S L) c d‖
      ≤ _ := contraction_le_weighted hR c d
    _ ≤ (√τ * ∑ i, ‖c i‖) * (√τ * ∑ j, ‖d j‖) :=
        mul_le_mul (hw c) (hw d) (by positivity) (by positivity)
    _ = (√τ * √τ) * (∑ i, ‖c i‖) * (∑ j, ‖d j‖) := by ring
    _ = τ * (∑ i, ‖c i‖) * (∑ j, ‖d j‖) := by rw [Real.mul_self_sqrt h0]
```

## Converse, one-sided error and equality

For a semidefinite residual, the diagonal test is equivalent to the error bound for all pairs of vectors, here written directly as exact minus approximate. One direction is the previous theorem; the other tests the bound on a unit vector, whose absolute coefficients sum to one (`h1`).

```lean
/-- For a positive semidefinite residual, the diagonal is at most `τ` exactly when the
error of every contraction obeys the bound with constant `τ`. -/
theorem diagonal_threshold_iff {S : Matrix n n ℂ} {L : Matrix n m ℂ} {τ : ℝ}
    (hR : (residual S L).PosSemidef) :
    (∀ i, (residual S L i i).re ≤ τ) ↔
      ∀ c d : n → ℂ, ‖contraction S c d - star (Lᴴ *ᵥ c) ⬝ᵥ (Lᴴ *ᵥ d)‖
        ≤ τ * (∑ i, ‖c i‖) * (∑ j, ‖d j‖) := by
  classical
  simp only [← contraction_residual]
  refine ⟨fun h c d => cholesky_contracted_error hR h c d, fun h i => ?_⟩
  -- test the bound on a unit vector
  have h1 : ∑ k, ‖(Pi.single i (1 : ℂ) : n → ℂ) k‖ = 1 := by
    rw [Finset.sum_eq_single i]
    · simp
    · intro k _ hk
      simp [hk]
    · simp
  have h2 := h (Pi.single i 1) (Pi.single i 1)
  rw [contraction_single, h1, mul_one, mul_one] at h2
  exact (Complex.re_le_norm _).trans h2
```

For equal vectors the error has a sign. The step `hn` rewrites the approximate self-contraction as $\|L^\dagger c\|^2$; nonnegativity of the residual form and the threshold theorem then supply the two inequalities.

```lean
/-- If the residual is positive semidefinite with diagonal at most `τ`, the self-interaction
computed from the Cholesky vectors does not exceed the exact one, and falls short of it by at most
`τ (∑ |c i|)²`. -/
theorem self_interaction_bounds {S : Matrix n n ℂ} {L : Matrix n m ℂ} {τ : ℝ}
    (hR : (residual S L).PosSemidef) (hτ : ∀ i, (residual S L i i).re ≤ τ) (c : n → ℂ) :
    ∑ k, ‖(Lᴴ *ᵥ c) k‖ ^ 2 ≤ (contraction S c c).re ∧
      (contraction S c c).re ≤ ∑ k, ‖(Lᴴ *ᵥ c) k‖ ^ 2 + τ * (∑ i, ‖c i‖) ^ 2 := by
  have hn : (star (Lᴴ *ᵥ c) ⬝ᵥ (Lᴴ *ᵥ c)).re = ∑ k, ‖(Lᴴ *ᵥ c) k‖ ^ 2 := by
    simp only [dotProduct, Complex.re_sum, Pi.star_apply]
    refine Finset.sum_congr rfl (fun k _ => ?_)
    rw [Complex.sq_norm, Complex.normSq_apply]
    simp only [Complex.star_def, Complex.mul_re, Complex.conj_re, Complex.conj_im]
    ring
  have h1 := contraction_self_nonneg hR c
  have h2 := (Complex.re_le_norm _).trans (cholesky_contracted_error hR hτ c c)
  rw [contraction_residual, Complex.sub_re, hn] at h1 h2
  constructor
  · linarith
  · nlinarith
```

The last theorem turns the numerical example into a family for every $\tau\ge0$, so the constant in the general bound cannot be lowered. Its proof computes the residual, whose entries all equal $\tau$, and shows semidefiniteness from $x^\dagger Rx=\tau|x_0+x_1|^2$. What the docstring calls a Cholesky vector is again the hand-chosen column $(1,i)$, not the output of a pivoted step. The code uses the unnormalised vector $(1,1)$, for which both sides equal $4\tau$; after normalisation both are $2\tau$.

```lean
/-- For every `τ ≥ 0`, an explicit complex two-function matrix with one Cholesky vector has
a positive semidefinite residual with diagonal `τ`, and attains equality in the bound. -/
theorem cholesky_contracted_error_witness {τ : ℝ} (hτ : 0 ≤ τ) :
    let S : Matrix (Fin 2) (Fin 2) ℂ := !![1 + τ, τ - Complex.I; τ + Complex.I, 1 + τ]
    let L : Matrix (Fin 2) (Fin 1) ℂ := !![1; Complex.I]
    let c : Fin 2 → ℂ := ![1, 1]
    (residual S L).PosSemidef ∧ (∀ i, (residual S L i i).re = τ) ∧
      ‖contraction (residual S L) c c‖ = τ * (∑ i, ‖c i‖) * (∑ j, ‖c j‖) := by
  intro S L c
  have hres : residual S L = !![(τ : ℂ), τ; τ, τ] := by
    have hentry : ∀ i j, residual S L i j = S i j - L i 0 * star (L j 0) := by
      intro i j
      rw [residual, Matrix.sub_apply, Matrix.mul_apply, Fin.sum_univ_one,
        Matrix.conjTranspose_apply]
    ext i j
    rw [hentry]
    fin_cases i <;> fin_cases j <;> simp [S, L]
  rw [hres]
  refine ⟨Matrix.PosSemidef.of_dotProduct_mulVec_nonneg ?_ ?_, ?_, ?_⟩
  · ext i j
    fin_cases i <;> fin_cases j <;> simp
  · intro x
    -- the form is `τ |x 0 + x 1|²`
    have hx : star x ⬝ᵥ (!![(τ : ℂ), τ; τ, τ] *ᵥ x)
        = ((τ * Complex.normSq (x 0 + x 1) : ℝ) : ℂ) := by
      rw [Complex.ofReal_mul, ← Complex.mul_conj]
      simp [Matrix.mulVec, dotProduct, Fin.sum_univ_two]
      ring
    rw [hx]
    exact Complex.zero_le_real.mpr (mul_nonneg hτ (Complex.normSq_nonneg _))
  · intro i
    fin_cases i <;> simp
  · have hc : contraction !![(τ : ℂ), τ; τ, τ] c c = ((4 * τ : ℝ) : ℂ) := by
      simp [contraction, c, Matrix.mulVec, dotProduct, Fin.sum_univ_two]
      ring
    have hs : ∑ i, ‖c i‖ = 2 := by
      norm_num [c, Fin.sum_univ_two]
    rw [hc, hs, Complex.norm_real, Real.norm_of_nonneg (by positivity)]
    ring

end

end CholeskyContractedError
```

```lean
#print axioms CholeskyContractedError.diagonal_threshold_iff
-- 'CholeskyContractedError.diagonal_threshold_iff' depends on axioms: [propext, Classical.choice, Quot.sound]
#print axioms CholeskyContractedError.self_interaction_bounds
-- 'CholeskyContractedError.self_interaction_bounds' depends on axioms: [propext, Classical.choice, Quot.sound]
```
